# An operator confined to an atomic sphere equals its one-centre expansion in pseudo partial waves complete there

In the projector augmented-wave method, an operator acting inside an atomic sphere is expanded in pseudo partial waves and projectors, here the columns of finite complex matrices `Φt` and `p`. The theorem `pseudo_expansion` says that the expansion, whose coefficients are the matrix elements of `A` between the pseudo partial waves, gives back `A` itself. It assumes that the matrix `P`, which stands for restriction to the sphere, is Hermitian, that `A = P A P`, and that the waves are complete in the sphere, `P * Φt * pᴴ = P`; neither waves nor projectors need be normalised. The proof writes the expansion as `A` between `Φt * pᴴ` and its adjoint, puts a `P` in front of each copy of `Φt * pᴴ`, and then means to replace each product by `P` using completeness.

Lean 4 with Mathlib refuses this proof:

```lean
import Mathlib

open Matrix
open scoped Kronecker

namespace PseudoExpansion

variable {n ι : Type*} [Fintype n] [Fintype ι]

/-- The one-centre operator with coefficients `⟨f_i, A f_j⟩` between the projectors `p`,
where the `f_i` are the columns of `F`. -/
def oneCentre (p F : Matrix n ι ℂ) (A : Matrix n n ℂ) : Matrix n n ℂ :=
  p * (Fᴴ * A * F) * pᴴ

/-- The one-centre operator is `A` sandwiched between the expansion `∑ i, f_i p_iᴴ` and its
adjoint. -/
theorem oneCentre_eq_sandwich (p F : Matrix n ι ℂ) (A : Matrix n n ℂ) :
    oneCentre p F A = (F * pᴴ)ᴴ * A * (F * pᴴ) := by
  simp only [oneCentre, conjTranspose_mul, conjTranspose_conjTranspose, Matrix.mul_assoc]

/-- An operator `A = P A P`, with `P` Hermitian, sees only the part `P X` of a map `X`. -/
theorem local_sandwich {P A : Matrix n n ℂ} (hP : Pᴴ = P) (hA : P * A * P = A)
    (X : Matrix n n ℂ) : Xᴴ * A * X = (P * X)ᴴ * A * (P * X) := by
  rw [conjTranspose_mul, hP]
  calc Xᴴ * A * X = Xᴴ * (P * A * P) * X := by rw [hA]
    _ = Xᴴ * P * A * (P * X) := by simp only [Matrix.mul_assoc]

/-- If the pseudo partial waves are complete in the sphere, `∑ i, P φt_i p_iᴴ = P` with `P`
Hermitian, then an operator `A = P A P` equals its pseudo one-centre expansion. -/
theorem pseudo_expansion {P A : Matrix n n ℂ} {Φt p : Matrix n ι ℂ}
    (hP : Pᴴ = P) (hA : P * A * P = A) (hc : P * Φt * pᴴ = P) :
    oneCentre p Φt A = A := by
  rw [oneCentre_eq_sandwich, local_sandwich hP hA, ← Matrix.mul_assoc, hc, hP, hA]

end PseudoExpansion
```

The error:

```
Main.lean:33:71: error: Tactic `rewrite` failed: Did not find an occurrence of the pattern
  P * Φt * pᴴ
in the target expression
  (P * (Φt * pᴴ))ᴴ * A * P * (Φt * pᴴ) = A

n : Type u_1
ι : Type u_2
inst✝¹ : Fintype n
inst✝ : Fintype ι
P A : Matrix n n ℂ
Φt p : Matrix n ι ℂ
hP : Pᴴ = P
hA : P * A * P = A
hc : P * Φt * pᴴ = P
⊢ (P * (Φt * pᴴ))ᴴ * A * P * (Φt * pᴴ) = A
```

Cause. The error says that `rw` could not find `P * Φt * pᴴ`, the left side of `hc`, in the goal. That product is bracketed as `(P * Φt) * pᴴ`, whereas `local_sandwich` leaves `P * (Φt * pᴴ)` on both sides of `A`. The step `← Matrix.mul_assoc` was meant to move these brackets, but without arguments it fits any product of the form `a * (b * c)`, and it matched the whole left side of the equation, with `(P * (Φt * pᴴ))ᴴ * A` as `a`. This split `P` from `Φt * pᴴ` on the right and left the product inside the adjoint as it was, so `hc` fitted neither.

The repair names the three factors, `Matrix.mul_assoc P Φt pᴴ`. The rewrite now fits only `P * (Φt * pᴴ)`, and since `rw` rewrites every instance of the pattern, it changes both copies. Then `hc` turns each into `P`, `hP` removes the adjoint, and `hA` reduces `P * A * P` to `A`, which closes the goal.

Lean accepts the file once it reads:

```diff
@@ -31,5 +31,5 @@
     (hP : Pᴴ = P) (hA : P * A * P = A) (hc : P * Φt * pᴴ = P) :
     oneCentre p Φt A = A := by
-  rw [oneCentre_eq_sandwich, local_sandwich hP hA, ← Matrix.mul_assoc, hc, hP, hA]
+  rw [oneCentre_eq_sandwich, local_sandwich hP hA, ← Matrix.mul_assoc P Φt pᴴ, hc, hP, hA]
 
 end PseudoExpansion
```
